# In a finite network of minima, a minimum-energy spanning tree contains a lowest-barrier route between every pair

Once nudged elastic band runs have assigned a transition-state energy to each link of a finite, connected network of minima, a lowest-barrier route within that network, meaning one whose highest transition state is as low as possible, can be read off for any pair of minima from a single minimum spanning tree.

```lean
import Mathlib

open SimpleGraph

namespace MinimaxSpanningTree

variable {V : Type*}

/-- `E` is the barrier of a route: the energy of its highest edge. -/
def IsBarrier (w : Sym2 V → ℝ) {G : SimpleGraph V} {u v : V} (p : G.Walk u v) (E : ℝ) : Prop :=
  (∃ e ∈ p.edges, w e = E) ∧ ∀ e ∈ p.edges, w e ≤ E

/-- The total energy of a network on finitely many minima: the sum of its edge energies. -/
noncomputable def totalEnergy (w : Sym2 V → ℝ) (T : SimpleGraph V) : ℝ :=
  ∑ᶠ e ∈ T.edgeSet, w e

/-- `T` is a spanning tree of `G` whose total energy is minimal among all spanning trees of `G`. -/
def IsMinimumSpanningTree (G : SimpleGraph V) (w : Sym2 V → ℝ) (T : SimpleGraph V) : Prop :=
  T ≤ G ∧ T.IsTree ∧ ∀ S ≤ G, S.IsTree → totalEnergy w T ≤ totalEnergy w S

/-- No path in `T` has a higher barrier than any route in `G` with the same endpoints. -/
def HasMinimaxRoutes (G : SimpleGraph V) (w : Sym2 V → ℝ) (T : SimpleGraph V) : Prop :=
  ∀ (u v : V) (p : T.Walk u v), p.IsPath → ∀ (q : G.Walk u v) (E E' : ℝ),
    IsBarrier w p E → IsBarrier w q E' → E ≤ E'

/-- The network obtained from `T` by removing the edge `e` and inserting the edge `f`. -/
def exchange (T : SimpleGraph V) (e f : Sym2 V) : SimpleGraph V :=
  fromEdgeSet (insert f (T.edgeSet \ {e}))

/-- Every route between two distinct minima has a barrier. -/
theorem exists_barrier (w : Sym2 V → ℝ) {G : SimpleGraph V} {u v : V} (huv : u ≠ v)
    (p : G.Walk u v) : ∃ E, IsBarrier w p E := by
  have hne : {e | e ∈ p.edges}.Nonempty := by
    cases p with
    | nil => exact absurd rfl huv
    | cons h q => exact ⟨_, by simp only [Set.mem_ofPred_eq, Walk.edges_cons]; exact List.mem_cons_self⟩
  obtain ⟨e, he, hmax⟩ := Set.exists_max_image _ w p.edges.finite_toSet hne
  exact ⟨w e, ⟨e, he, rfl⟩, hmax⟩

/-- A route between two minima that are disconnected in a network `D` contains an edge whose
ends are disconnected in `D`. -/
theorem exists_crossing_edge {G D : SimpleGraph V} {u v : V} (q : G.Walk u v) :
    ¬ D.Reachable u v → ∃ x y, G.Adj x y ∧ s(x, y) ∈ q.edges ∧ ¬ D.Reachable x y := by
  induction q with
  | nil => exact fun h => absurd (Reachable.refl _) h
  | @cons a b c hab q ih =>
    intro h
    by_cases hr : D.Reachable a b
    · obtain ⟨x, y, hxy, hm, hn⟩ := ih (fun h' => h (hr.trans h'))
      exact ⟨x, y, hxy, by rw [Walk.edges_cons]; exact List.mem_cons_of_mem _ hm, hn⟩
    · exact ⟨a, b, hab, by rw [Walk.edges_cons]; exact List.mem_cons_self, hr⟩

/-- Removing any edge of a path in a tree disconnects the endpoints of the path. -/
theorem path_edge_separates {T : SimpleGraph V} (hT : T.IsTree) {u v : V} (p : T.Walk u v)
    (hp : p.IsPath) {e : Sym2 V} (he : e ∈ p.edges) :
    ¬ (T.deleteEdges {e}).Reachable u v := by
  classical
  -- a route that survives the removal is a route in the tree avoiding `e`
  have avoid : ∀ {a b : V} (_ : (T.deleteEdges {e}).Walk a b),
      ∃ r : T.Walk a b, e ∉ r.edges := by
    intro a b r
    induction r with
    | nil => exact ⟨Walk.nil, by simp⟩
    | cons h _ ih =>
      obtain ⟨r, hr⟩ := ih
      have h' := deleteEdges_adj.1 h
      refine ⟨Walk.cons h'.1 r, ?_⟩
      simp only [Walk.edges_cons, List.mem_cons, not_or]
      exact ⟨fun hh => h'.2 hh.symm, hr⟩
  rintro ⟨r⟩
  obtain ⟨r', hr'⟩ := avoid r
  -- paths in a tree are unique
  have hsub := hT.2.subsingleton_path u v
  have hpath : (⟨p, hp⟩ : T.Path u v) = ⟨r'.bypass, r'.bypass_isPath⟩ := Subsingleton.elim _ _
  have heq : p = r'.bypass := congrArg Subtype.val hpath
  rw [heq] at he
  exact hr' (r'.edges_bypass_subset_edges he)

/-- Exchanging `e` for an edge between two distinct minima gives exactly the expected edges. -/
theorem exchange_edgeSet (T : SimpleGraph V) (e : Sym2 V) {x y : V} (hxy : x ≠ y) :
    (exchange T e s(x, y)).edgeSet = insert s(x, y) (T.edgeSet \ {e}) := by
  ext z
  induction z using Sym2.ind with
  | _ a b =>
    rw [mem_edgeSet, exchange, fromEdgeSet_adj]
    refine ⟨fun h => h.1, fun h => ⟨h, ?_⟩⟩
    rcases h with h | h
    · rintro rfl
      rcases Sym2.eq_iff.1 h with h | h
      · exact hxy (h.1.symm.trans h.2)
      · exact hxy (h.2.symm.trans h.1)
    · have h' : T.Adj a b := h.1
      exact h'.ne

/-- An exchange stays inside `G` if the tree and the inserted edge belong to `G`. -/
theorem exchange_le {G T : SimpleGraph V} (hTG : T ≤ G) (e : Sym2 V) {x y : V}
    (hxy : G.Adj x y) : exchange T e s(x, y) ≤ G := by
  rw [← edgeSet_subset_edgeSet, exchange_edgeSet T e hxy.ne]
  rintro z (rfl | hz)
  · exact hxy
  · exact edgeSet_subset_edgeSet.2 hTG hz.1

/-- On finitely many minima, remove an edge `e` from a tree and join two minima that this
disconnects: the result is again a tree, and its energy changes by the difference of the two
edge energies. -/
theorem exchange_tree [Finite V] (w : Sym2 V → ℝ) {T : SimpleGraph V} (hT : T.IsTree)
    {e : Sym2 V} (he : e ∈ T.edgeSet) {x y : V} (h : ¬ (T.deleteEdges {e}).Reachable x y) :
    (exchange T e s(x, y)).IsTree ∧
      totalEnergy w (exchange T e s(x, y)) + w e = totalEnergy w T + w s(x, y) := by
  have hxy : x ≠ y := by
    rintro rfl
    exact h (Reachable.refl _)
  have hnot : s(x, y) ∉ T.edgeSet \ {e} := fun hm =>
    h (Adj.reachable (deleteEdges_adj.2 ⟨hm.1, hm.2⟩))
  have hset := exchange_edgeSet T e hxy
  constructor
  · have hcard : (exchange T e s(x, y)).edgeSet.ncard = T.edgeSet.ncard := by
      rw [hset, Set.ncard_insert_of_notMem hnot (Set.toFinite _),
        Set.ncard_sdiff_singleton_add_one he (Set.toFinite _)]
    have hcard' : Nat.card (exchange T e s(x, y)).edgeSet = Nat.card T.edgeSet := hcard
    rw [isTree_iff_connected_and_card, hcard']
    refine ⟨?_, (isTree_iff_connected_and_card.1 hT).2⟩
    have hle : T.deleteEdges {e} ≤ exchange T e s(x, y) := by
      rw [← edgeSet_subset_edgeSet, hset, edgeSet_deleteEdges]
      exact Set.subset_insert _ _
    have hnew : (exchange T e s(x, y)).Reachable x y := by
      apply Adj.reachable
      rw [← mem_edgeSet, hset]
      exact Set.mem_insert _ _
    induction e using Sym2.ind with
    | _ a b =>
      -- after the removal every minimum is still connected to one end of the lost edge
      have basins : ∀ {z c : V} (_ : T.Walk z c),
          ((T.deleteEdges {s(a, b)}).Reachable c a ∨ (T.deleteEdges {s(a, b)}).Reachable c b) →
          ((T.deleteEdges {s(a, b)}).Reachable z a ∨
            (T.deleteEdges {s(a, b)}).Reachable z b) := by
        intro z c r
        induction r with
        | nil => exact id
        | @cons i j k hij _ ih =>
          intro hc
          by_cases hs : s(i, j) = s(a, b)
          · rcases Sym2.eq_iff.1 hs with h1 | h1
            · rw [h1.1]; exact Or.inl (Reachable.refl _)
            · rw [h1.1]; exact Or.inr (Reachable.refl _)
          · have hr : (T.deleteEdges {s(a, b)}).Reachable i j :=
              Adj.reachable (deleteEdges_adj.2 ⟨hij, hs⟩)
            exact (ih hc).imp hr.trans hr.trans
      have cls : ∀ z, (T.deleteEdges {s(a, b)}).Reachable z a ∨
          (T.deleteEdges {s(a, b)}).Reachable z b := fun z => by
        obtain ⟨r⟩ := hT.1.preconnected z a
        exact basins r (Or.inl (Reachable.refl _))
      -- the new edge joins the two parts
      have hab : (exchange T s(a, b) s(x, y)).Reachable b a := by
        rcases cls x with hx | hx <;> rcases cls y with hy | hy
        · exact absurd (hx.trans hy.symm) h
        · exact ((hy.mono hle).symm.trans hnew.symm).trans (hx.mono hle)
        · exact ((hx.mono hle).symm.trans hnew).trans (hy.mono hle)
        · exact absurd (hx.trans hy.symm) h
      have toA : ∀ z, (exchange T s(a, b) s(x, y)).Reachable z a := fun z =>
        (cls z).elim (fun hz => hz.mono hle) (fun hz => (hz.mono hle).trans hab)
      exact (connected_iff _).2 ⟨fun u v => (toA u).trans (toA v).symm, ⟨a⟩⟩
  · have hold : insert e (T.edgeSet \ {e}) = T.edgeSet := by
      rw [Set.insert_sdiff_singleton, Set.insert_eq_of_mem he]
    have h1 : totalEnergy w T = w e + ∑ᶠ i ∈ T.edgeSet \ {e}, w i := by
      rw [← finsum_mem_insert w (fun hm => hm.2 rfl) (Set.toFinite _), hold, totalEnergy]
    have h2 : totalEnergy w (exchange T e s(x, y)) =
        w s(x, y) + ∑ᶠ i ∈ T.edgeSet \ {e}, w i := by
      rw [totalEnergy, hset, finsum_mem_insert w hnot (Set.toFinite _)]
    linarith

/-- In a finite network, the highest edge on any path of a minimum-energy spanning tree is no
higher than the highest edge on any other route between the same minima. -/
theorem minimum_tree_minimax [Finite V] {G T : SimpleGraph V} {w : Sym2 V → ℝ}
    (hT : IsMinimumSpanningTree G w T) : HasMinimaxRoutes G w T := by
  intro u v p hp q E E' hE hE'
  obtain ⟨⟨e, he, rfl⟩, -⟩ := hE
  obtain ⟨x, y, hxy, hq, hn⟩ := exists_crossing_edge q (path_edge_separates hT.2.1 p hp he)
  -- the exchanged tree cannot be lower in energy
  obtain ⟨htree, hen⟩ := exchange_tree w hT.2.1 (p.edges_subset_edgeSet he) hn
  have hmin := hT.2.2 _ (exchange_le hT.1 e hxy) htree
  have hf := hE'.2 _ hq
  linarith

/-- Conversely, a spanning tree of a finite network whose paths are all minimax routes has
minimum total energy. -/
theorem minimax_tree_minimum [Finite V] {G T : SimpleGraph V} {w : Sym2 V → ℝ} (hTG : T ≤ G)
    (hT : T.IsTree) (hmm : HasMinimaxRoutes G w T) : IsMinimumSpanningTree G w T := by
  classical
  suffices H : ∀ (n : ℕ) (S : SimpleGraph V), S ≤ G → S.IsTree →
      (S.edgeSet \ T.edgeSet).ncard = n → totalEnergy w T ≤ totalEnergy w S from
    ⟨hTG, hT, fun S hS hS' => H _ S hS hS' rfl⟩
  intro n
  induction n with
  | zero =>
    intro S _ hS hn
    have hsub := Set.sdiff_eq_empty.1 ((Set.ncard_eq_zero (Set.toFinite _)).1 hn)
    have hc : T.edgeSet.ncard ≤ S.edgeSet.ncard := by
      have h1 := (isTree_iff_connected_and_card.1 hS).2
      have h2 := (isTree_iff_connected_and_card.1 hT).2
      change Nat.card T.edgeSet ≤ Nat.card S.edgeSet
      omega
    rw [totalEnergy, totalEnergy, Set.eq_of_subset_of_ncard_le hsub hc (Set.toFinite _)]
  | succ n ih =>
    intro S hSG hS hn
    obtain ⟨e, he⟩ := Set.nonempty_of_ncard_ne_zero (by omega : (S.edgeSet \ T.edgeSet).ncard ≠ 0)
    induction e using Sym2.ind with
    | _ a b =>
      have hab : S.Adj a b := he.1
      have hsep := path_edge_separates hS (Walk.cons hab Walk.nil) (by simp [hab.ne])
        (e := s(a, b)) (by simp)
      obtain ⟨r⟩ := hT.1.preconnected a b
      obtain ⟨x, y, hxy, hm, hx⟩ := exists_crossing_edge r.bypass hsep
      -- the tree route between `a` and `b` is no higher than the direct edge
      obtain ⟨E, hE⟩ := exists_barrier w hab.ne r.bypass
      have hle := hmm a b r.bypass r.bypass_isPath (Walk.cons (hSG hab) Walk.nil) E
        (w s(a, b)) hE (by simp [IsBarrier])
      have hf := hE.2 _ hm
      obtain ⟨htree, hen⟩ := exchange_tree w hS he.1 hx
      have hcount : ((exchange S s(a, b) s(x, y)).edgeSet \ T.edgeSet).ncard = n := by
        have hxT : s(x, y) ∈ T.edgeSet := hxy
        rw [exchange_edgeSet S _ hxy.ne, Set.insert_sdiff_of_mem _ hxT, Set.sdiff_sdiff_comm]
        have := Set.ncard_sdiff_singleton_add_one he (Set.toFinite _)
        omega
      have := ih _ (exchange_le hSG _ (hTG hxy)) htree hcount
      linarith

/-- Every finite connected network has one spanning tree that contains, for each pair of distinct
minima, a path whose barrier is the lowest among all routes between them. -/
theorem exists_minimax_tree [Finite V] {G : SimpleGraph V} (hG : G.Connected)
    (w : Sym2 V → ℝ) : ∃ T ≤ G, T.IsTree ∧ ∀ u v : V, u ≠ v →
      ∃ p : T.Walk u v, p.IsPath ∧ ∃ E, IsBarrier w p E ∧
        ∀ (q : G.Walk u v) (E' : ℝ), IsBarrier w q E' → E ≤ E' := by
  classical
  obtain ⟨T₀, hT₀, hT₀'⟩ := hG.exists_isTree_le
  obtain ⟨T, hT, hmin⟩ := Set.exists_min_image {S : SimpleGraph V | S ≤ G ∧ S.IsTree}
    (totalEnergy w) (Set.toFinite _) ⟨T₀, hT₀, hT₀'⟩
  refine ⟨T, hT.1, hT.2, fun u v huv => ?_⟩
  obtain ⟨r⟩ := hT.2.1.preconnected u v
  obtain ⟨E, hE⟩ := exists_barrier w huv r.bypass
  exact ⟨r.bypass, r.bypass_isPath, E, hE, fun q E' hE' =>
    minimum_tree_minimax ⟨hT.1, hT.2, fun S h h' => hmin S ⟨h, h'⟩⟩
      u v r.bypass r.bypass_isPath q E E' hE hE'⟩

end MinimaxSpanningTree
```

```lean
#print axioms MinimaxSpanningTree.minimax_tree_minimum
#print axioms MinimaxSpanningTree.exists_minimax_tree
```

```
'MinimaxSpanningTree.minimax_tree_minimum' depends on axioms: [propext, Classical.choice, Quot.sound]
'MinimaxSpanningTree.exists_minimax_tree' depends on axioms: [propext, Classical.choice, Quot.sound]
```

## Minima, links and barriers

The vertices in `V` are the minima, and an edge of the graph `G` is a known direct rearrangement between two of them. The function `w : Sym2 V → ℝ` gives each unordered pair one energy, the same in both directions. This suits the absolute energy of a transition state, not its height above the starting minimum. A `SimpleGraph` has at most one edge per pair, so if several transition states link the same two minima, the lowest one is kept.

A route is a walk $q$, which may revisit minima. `IsBarrier w q E` says that $E$ is the energy of its highest edge: some edge attains $E$ and none exceeds it. A walk without edges has no barrier, which is why the existence theorem asks for `u ≠ v`. Subtracting the energy of the starting minimum turns $E$ into the height of the highest transition state above that minimum, without changing the order of routes from it. This height need not be the largest single climb on the route, since an intermediate may lie below the starting minimum.

Write $W(T)=\sum_{e\in T}w(e)$ for `totalEnergy w T`. This sum selects the tree; it is not the energy of a physical state. `IsMinimumSpanningTree G w T` says that $T$ is a spanning tree of $G$ and that $W(T)\le W(S)$ for every spanning tree $S$ of $G$.

There are three results for finite `V`:

- `minimum_tree_minimax`: if $T$ is a minimum spanning tree, no path in $T$ has a higher barrier than any walk in $G$ with the same ends.
- `minimax_tree_minimum`: a spanning tree with this property has minimum total energy.
- `exists_minimax_tree`: if $G$ is connected, one spanning tree contains a lowest-barrier path for every pair of distinct minima.

The comparison is only among routes in $G$. A transition state missing from the network may offer a lower route, and entropy and rates do not enter.

## Exchanging one edge

Let $p$ be a path in $T$ from $u$ to $v$, let $e=\{a,b\}$ be its highest edge, and let $q$ be any walk in $G$ from $u$ to $v$, with barrier $E'$.

**Removing $e$ separates $u$ from $v$.** A surviving route would be a route in $T$ that avoids $e$. Shortened to a path, it would differ from $p$, but paths in a tree are unique. This is `path_edge_separates`, where `bypass` does the shortening.

**The walk $q$ crosses the gap.** If every edge of $q$ joined minima still connected in $T-e$, then $u$ and $v$ would be connected there too. So $q$ has an edge $f=\{x,y\}$ whose ends are disconnected in $T-e$. `exists_crossing_edge` finds it by induction along the walk.

**$T'=T-e+f$ is a spanning tree.** In $T-e$ every minimum is still connected to $a$ or to $b$ (`cls` in the code). Since $x$ and $y$ lie in different parts, $f$ joins the two. The number of edges is unchanged, and a connected graph with $|V|-1$ edges is a tree. `exchange_tree` proves this together with

$$W(T')+w(e)=W(T)+w(f),$$

and `exchange_le` keeps $T'$ inside $G$.

Minimality gives $W(T)\le W(T')$, hence $w(e)\le w(f)\le E'$. The final `linarith` combines these inequalities.

## From minimax paths back to minimum energy

Now let $T$ have the minimax property, and let $S$ be any spanning tree of $G$. If $S$ has an edge $e=\{a,b\}$ outside $T$, compare the $T$-path from $a$ to $b$ with the one-edge walk $e$: every edge of that path has energy at most $w(e)$. Removing $e$ from $S$ separates $a$ from $b$, so the $T$-path contains an edge $f$ that reconnects $S-e$. The exchanged tree satisfies

$$W(S-e+f)=W(S)-w(e)+w(f)\le W(S)$$

and has one edge fewer outside $T$. The Lean induction runs on this number. When it reaches zero, $S\subseteq T$, and equal edge counts give $S=T$. Hence $W(T)\le W(S)$.

For existence, a connected $G$ has a spanning tree, and a finite one has only finitely many. One of them minimises $W$, and `minimum_tree_minimax` applies to it.
